# A sufficiently attractive constant ALDA kernel makes the static screening denominator vanish

## A wrong sign between grid points

Suppose a linear-response calculation for the electron gas evaluates the static density response on a grid of wavevectors. If the exchange-correlation kernel is too attractive, the denominator of the response can pass through zero between two grid points. Every number on the grid can then be finite, but just beyond the crossing the response has the wrong sign: the density piles up where the external potential is repulsive. If a certain inequality holds at a single wavevector $Q$, there is such a zero below $Q$, for any noninteracting response that is continuous and negative.

## Density waves and their self-consistent response

Work in Hartree atomic units at a fixed density. Let $-P(q)$ be the static noninteracting response at wavevector $q>0$, with $P$ continuous and positive. The Coulomb interaction is $v(q)=4\pi/q^2$. The adiabatic local density approximation (ALDA) gives the uniform gas a kernel independent of $q$, written $-A$; a positive $A$ means that exchange and correlation favour density modulations.

An external potential of amplitude $u$ induces a density wave of amplitude $n$. The noninteracting system responds to the external, Hartree and exchange-correlation potentials together:

$$n=-P(q)\,\bigl[u+(v(q)-A)\,n\bigr].$$

Collecting the terms in $n$ gives

$$D(q)\,n=-P(q)\,u,\qquad D(q)=1+(v(q)-A)P(q).$$

If $D(q)\neq0$, then $n=\chi(q)u$ with $\chi=-P/D$. With $u=0$ the equation reads $D(q)n=0$, so a nonzero wave sustains itself exactly when $D(q)=0$. This is the sense in which a zero of $D$ signals a static charge-density instability.

## The threshold and the first critical wavevector

**Claim.** If $A>v(Q)+1/P(Q)$ for some $Q>0$, there is a $q_0\in(0,Q)$ with $D(q_0)=0$ and $Aq_0^2>4\pi$. Moreover $D>0$ on $(0,q_0)$, and $\chi(q)\to-\infty$ as $q$ approaches $q_0$ from below.

*The sign at $Q$.* Since $P>0$,

$$D(q)=P(q)\left[v(q)+\frac1{P(q)}-A\right].$$

The bracket is a stiffness: the Hartree and noninteracting costs of a density wave, less the exchange-correlation gain. At $Q$ it is negative, so $D(Q)<0$. The hypothesis also forces $A>0$.

*Long waves.* Put $d=\sqrt{4\pi/A}$. For $0<q\le d$ we have $v(q)\ge A$, hence $D(q)\ge1$. Therefore $d<Q$.

*The first zero.* The set $S=\{q\in[d,Q]: D(q)\le0\}$ is closed and bounded, and it contains $Q$, so it has a least element $q_0$. Since $D(d)>0\ge D(q_0)$, the intermediate value theorem gives a zero $c\in[d,q_0]$. This $c$ belongs to $S$, so $c\ge q_0$, and thus $c=q_0$ and $D(q_0)=0$. Because $D(Q)<0$, $q_0<Q$.

*Below the zero.* If $q\le d$, then $D(q)>0$ by the long-wave bound; if $d<q<q_0$, then $D(q)>0$ because $q_0$ is least in $S$. If $Aq_0^2\le4\pi$ held, the long-wave bound would give $D(q_0)>0$, a contradiction.

*Divergence.* As $q\to q_0$ from below, $D(q)\to0$ through positive values and $P(q)\to P(q_0)>0$, so $-P/D\to-\infty$.

**Sharp criterion.** $D$ has a zero at some $q>0$ if and only if $A\ge v(Q)+1/P(Q)$ for some $Q>0$. At a zero the stiffness vanishes, which gives equality there. Conversely, strict inequality is the case above, and equality makes $Q$ itself a zero.

## Where the long-wave argument can go wrong

It is easy to argue that $v(q)$ diverges as $q\to0$, so $D(q)\to\infty$. This is right when $-P$ is the response of the noninteracting electron gas, since $P$ then tends to a positive constant, but it does not follow for every $P$ the claim allows, because $P$ may vanish in the same limit. For $P(q)=q^4$, a purely mathematical example, $D(q)\to1$. What the derivation needs is only $D>0$ at small $q$, and the comparison $v(q)\ge A$ supplies it without any assumption on the limit of $P$.

## The Lean file

```lean
import Mathlib

open Real Set Filter Topology

namespace ALDAChargeDensityInstability

noncomputable section

/-- The Coulomb interaction `4π/q²` at wavevector `q`, in atomic units. -/
def coulomb (q : ℝ) : ℝ := 4 * π / q ^ 2

/-- The static screening denominator `1 + (4π/q² - A) P(q)`, where `-P` is the noninteracting
response and `-A` the constant ALDA kernel. -/
def screening (P : ℝ → ℝ) (A q : ℝ) : ℝ := 1 + (coulomb q - A) * P q

/-- The interacting static density response `-P(q) / (1 + (4π/q² - A) P(q))`. -/
def response (P : ℝ → ℝ) (A q : ℝ) : ℝ := -P q / screening P A q

/-- A density wave of amplitude `n` is the self-consistent linear response to an external
potential of amplitude `u`: the noninteracting system responds to the external, Hartree and
exchange-correlation potentials together. -/
def IsInduced (P : ℝ → ℝ) (A q u n : ℝ) : Prop :=
  n = -P q * (u + (coulomb q - A) * n)

/-- Where the screening denominator is nonzero, the self-consistent density wave is the
interacting response times the external potential. -/
theorem isInduced_iff_response (P : ℝ → ℝ) (A q u n : ℝ) (hD : screening P A q ≠ 0) :
    IsInduced P A q u n ↔ n = response P A q * u := by
  unfold response
  rw [div_mul_eq_mul_div, eq_div_iff hD]
  unfold IsInduced screening
  constructor <;> intro h <;> linear_combination h

/-- The screening denominator vanishes exactly when a nonzero density wave sustains itself
without an external potential. -/
theorem screening_eq_zero_iff_spontaneous (P : ℝ → ℝ) (A q : ℝ) :
    screening P A q = 0 ↔ ∃ n : ℝ, n ≠ 0 ∧ IsInduced P A q 0 n := by
  unfold IsInduced screening
  constructor
  · intro h
    exact ⟨1, one_ne_zero, by linear_combination h⟩
  · rintro ⟨n, hn, h⟩
    have h0 : n * (1 + (coulomb q - A) * P q) = 0 := by linear_combination h
    exact (mul_eq_zero.1 h0).resolve_left hn

/-- Where `P(q) > 0`, the screening denominator is `P(q)` times the stiffness `4π/q² + 1/P(q) - A`.
-/
theorem screening_eq_mul_stiffness (P : ℝ → ℝ) (A q : ℝ) (hP : 0 < P q) :
    screening P A q = P q * (coulomb q + 1 / P q - A) := by
  have h : P q * (1 / P q) = 1 := mul_one_div_cancel hP.ne'
  unfold screening
  linear_combination (-1 : ℝ) * h

/-- At a wavevector `q > 0` with `P(q) > 0` and `A q² ≤ 4π`, the screening denominator is positive.
-/
theorem screening_pos_of_long_wave (P : ℝ → ℝ) (A q : ℝ) (hq : 0 < q) (hP : 0 < P q)
    (h : A * q ^ 2 ≤ 4 * π) : 0 < screening P A q := by
  have hA : A ≤ coulomb q := (le_div_iff₀ (pow_pos hq 2)).2 h
  have h1 := mul_nonneg (sub_nonneg.2 hA) hP.le
  unfold screening
  linarith

/-- The screening denominator is continuous at positive wavevectors if `P` is. -/
theorem continuousOn_screening (P : ℝ → ℝ) (A : ℝ) (hP : ContinuousOn P (Ioi 0)) :
    ContinuousOn (screening P A) (Ioi 0) := by
  have hc : ContinuousOn coulomb (Ioi 0) := by
    change ContinuousOn (fun q : ℝ => 4 * π / q ^ 2) (Ioi 0)
    exact continuousOn_const.div (by fun_prop)
      (fun q hq => pow_ne_zero 2 (mem_Ioi.1 hq).ne')
  exact continuousOn_const.add ((hc.sub continuousOn_const).mul hP)

/-- Let `P` be continuous and positive at positive wavevectors, and let `Q > 0`. If `A > 4π/Q² +
1/P(Q)`, there is a first critical wavevector `q₀` below `Q`, with `A q₀² > 4π`: the screening
denominator is positive below `q₀` and zero at `q₀`, and the static response diverges to `-∞` as
`q₀` is approached from below. -/
theorem exists_static_instability (P : ℝ → ℝ) (A Q : ℝ)
    (hcont : ContinuousOn P (Ioi 0)) (hpos : ∀ q, 0 < q → 0 < P q)
    (hQ : 0 < Q) (hA : coulomb Q + 1 / P Q < A) :
    ∃ q₀ ∈ Ioo 0 Q, screening P A q₀ = 0 ∧ 4 * π < A * q₀ ^ 2 ∧
      (∀ q, 0 < q → q < q₀ → 0 < screening P A q) ∧
      Tendsto (response P A) (𝓝[<] q₀) atBot := by
  have hD := continuousOn_screening P A hcont
  have hPQ := hpos Q hQ
  have hApos : 0 < A := by
    have h1 : 0 < coulomb Q := div_pos (by positivity) (pow_pos hQ 2)
    have h2 : 0 < 1 / P Q := one_div_pos.2 hPQ
    linarith
  have hneg : screening P A Q < 0 := by
    rw [screening_eq_mul_stiffness P A Q hPQ]
    exact mul_neg_of_pos_of_neg hPQ (by linarith)
  -- below the wavevector d = √(4π/A) the Coulomb repulsion wins
  obtain ⟨d, hd, hdA⟩ : ∃ d : ℝ, 0 < d ∧ A * d ^ 2 = 4 * π := by
    refine ⟨√(4 * π / A), Real.sqrt_pos.2 (by positivity), ?_⟩
    rw [Real.sq_sqrt (by positivity)]
    exact mul_div_cancel₀ _ hApos.ne'
  have hlong : ∀ q, 0 < q → q ≤ d → 0 < screening P A q := by
    intro q hq hqd
    apply screening_pos_of_long_wave P A q hq (hpos q hq)
    rw [← hdA]
    gcongr
  have hdQ : d < Q := by
    by_contra h
    exact absurd (hlong Q hQ (not_lt.1 h)) (not_lt_of_ge hneg.le)
  -- the least wavevector in [d, Q] with nonpositive denominator
  have hsub : Icc d Q ⊆ Ioi 0 := fun q hq => lt_of_lt_of_le hd hq.1
  have hclosed : IsClosed (Icc d Q ∩ screening P A ⁻¹' Iic 0) :=
    (hD.mono hsub).preimage_isClosed_of_isClosed isClosed_Icc isClosed_Iic
  have hcompact : IsCompact (Icc d Q ∩ screening P A ⁻¹' Iic 0) :=
    isCompact_Icc.of_isClosed_subset hclosed inter_subset_left
  obtain ⟨q₀, ⟨hq₀, hle⟩, hmin⟩ :=
    hcompact.exists_isLeast ⟨Q, ⟨hdQ.le, le_rfl⟩, hneg.le⟩
  have hle' : screening P A q₀ ≤ 0 := hle
  have hq₀pos : 0 < q₀ := hsub hq₀
  -- by the intermediate value theorem the denominator vanishes there
  have hzero : screening P A q₀ = 0 := by
    have hcont' : ContinuousOn (screening P A) (Icc d q₀) :=
      hD.mono (fun q hq => lt_of_lt_of_le hd hq.1)
    obtain ⟨c, hc, hc0⟩ := intermediate_value_Icc' hq₀.1 hcont'
      ⟨hle', (hlong d hd le_rfl).le⟩
    have hqc : q₀ ≤ c := hmin ⟨⟨hc.1, hc.2.trans hq₀.2⟩, hc0.le⟩
    rw [le_antisymm hqc hc.2]
    exact hc0
  have hbelow : ∀ q, 0 < q → q < q₀ → 0 < screening P A q := by
    intro q hq hqq
    by_contra h
    rcases le_total q d with hqd | hqd
    · exact h (hlong q hq hqd)
    · exact absurd (hmin ⟨⟨hqd, hqq.le.trans hq₀.2⟩, not_lt.1 h⟩) (not_le_of_gt hqq)
  have hlt : q₀ < Q := by
    refine lt_of_le_of_ne hq₀.2 ?_
    intro h
    rw [h] at hzero
    exact hneg.ne hzero
  refine ⟨q₀, ⟨hq₀pos, hlt⟩, hzero, ?_, hbelow, ?_⟩
  · by_contra h
    exact (screening_pos_of_long_wave P A q₀ hq₀pos (hpos q₀ hq₀pos) (not_lt.1 h)).ne' hzero
  · -- the denominator tends to zero through positive values
    have hnhds : Ioi (0 : ℝ) ∈ 𝓝 q₀ := Ioi_mem_nhds hq₀pos
    have hD0 : Tendsto (screening P A) (𝓝[<] q₀) (𝓝 0) := by
      have h := (hD.continuousAt hnhds).tendsto
      rw [hzero] at h
      exact h.mono_left nhdsWithin_le_nhds
    have hev : ∀ᶠ q in 𝓝[<] q₀, screening P A q ∈ Ioi 0 := by
      filter_upwards [self_mem_nhdsWithin, mem_nhdsWithin_of_mem_nhds hnhds] with q h1 h2
      exact hbelow q h2 h1
    have hinv : Tendsto (fun q => (screening P A q)⁻¹) (𝓝[<] q₀) atTop :=
      tendsto_inv_nhdsGT_zero.comp (tendsto_nhdsWithin_iff.2 ⟨hD0, hev⟩)
    have hP0 : Tendsto (fun q => -P q) (𝓝[<] q₀) (𝓝 (-P q₀)) :=
      ((hcont.continuousAt hnhds).tendsto.mono_left nhdsWithin_le_nhds).neg
    exact hP0.neg_mul_atTop (neg_lt_zero.2 (hpos q₀ hq₀pos)) hinv

/-- Let `P` be continuous and positive at positive wavevectors. The screening denominator vanishes
at some positive wavevector if and only if `A` reaches `4π/Q² + 1/P(Q)` at some positive wavevector
`Q`. -/
theorem exists_zero_iff_threshold (P : ℝ → ℝ) (A : ℝ)
    (hcont : ContinuousOn P (Ioi 0)) (hpos : ∀ q, 0 < q → 0 < P q) :
    (∃ q, 0 < q ∧ screening P A q = 0) ↔ ∃ Q, 0 < Q ∧ coulomb Q + 1 / P Q ≤ A := by
  constructor
  · rintro ⟨q, hq, h⟩
    rw [screening_eq_mul_stiffness P A q (hpos q hq)] at h
    have h0 := (mul_eq_zero.1 h).resolve_left (hpos q hq).ne'
    exact ⟨q, hq, by linarith⟩
  · rintro ⟨Q, hQ, h⟩
    rcases h.lt_or_eq with hlt | heq
    · obtain ⟨q, hq, h0, _⟩ := exists_static_instability P A Q hcont hpos hQ hlt
      exact ⟨q, hq.1, h0⟩
    · refine ⟨Q, hQ, ?_⟩
      rw [screening_eq_mul_stiffness P A Q (hpos Q hQ), heq, sub_self, mul_zero]

end

end ALDAChargeDensityInstability
```

```lean
#print axioms ALDAChargeDensityInstability.isInduced_iff_response
#print axioms ALDAChargeDensityInstability.screening_eq_zero_iff_spontaneous
#print axioms ALDAChargeDensityInstability.exists_static_instability
#print axioms ALDAChargeDensityInstability.exists_zero_iff_threshold
```

```
'ALDAChargeDensityInstability.isInduced_iff_response' depends on axioms: [propext, Classical.choice, Quot.sound]
'ALDAChargeDensityInstability.screening_eq_zero_iff_spontaneous' depends on axioms: [propext, Classical.choice, Quot.sound]
'ALDAChargeDensityInstability.exists_static_instability' depends on axioms: [propext, Classical.choice, Quot.sound]
'ALDAChargeDensityInstability.exists_zero_iff_threshold' depends on axioms: [propext, Classical.choice, Quot.sound]
```

## Reading the statements

`coulomb`, `screening` and `response` are $v$, $D$ and $\chi$, and `IsInduced P A q u n` is the self-consistent equation with real amplitudes. `P` is a function on all of `ℝ`, but the main theorem constrains it only on `Ioi 0`, the positive wavevectors.

In `exists_static_instability`, `Ioo 0 Q` is the open interval, and `Tendsto (response P A) (𝓝[<] q₀) atBot` is the one-sided divergence. At `q₀` itself the response is undefined; Lean's division by zero gives `response P A q₀` the value 0, which has no physical meaning.

The threshold inequality is a hypothesis: no density functional is evaluated to obtain `A`, and no formula for `P` is used. The model is static and linear, with a kernel independent of $q$, so it does not describe the state that replaces the uniform gas. Within these limits, the criterion decides whether a constant kernel gives the uniform gas a static charge-density instability in linear-response density functional theory. It says nothing about other instabilities, such as spin polarisation.

## How the proof follows the derivation

`isInduced_iff_response` and `screening_eq_zero_iff_spontaneous` solve the self-consistent equation; `linear_combination` does the collecting of terms. `screening_eq_mul_stiffness` is the factorisation, `screening_pos_of_long_wave` the long-wave bound, and `continuousOn_screening` the continuity of $D$.

In the main theorem, `hneg` is $D(Q)<0$ and `hdQ` is $d<Q$. `intermediate_value_Icc'`, the version for a function that goes from a higher to a lower value, produces $c$. At the end, `neg_mul_atTop` multiplies the negative limit of $-P$ by $1/D\to+\infty$. `exists_zero_iff_threshold` splits the inequality into its strict and equality cases.

## The least element of a compact set

The proof turns on `IsCompact.exists_isLeast`. The intermediate value theorem alone gives some zero, with no control over what happens below it. Applied to $S$, written `Icc d Q ∩ screening P A ⁻¹' Iic 0`, this lemma returns both a member `q₀` and the fact `hmin` that `q₀` is a lower bound of $S$. The proof uses `hmin` twice: to identify $c$ with $q_0$, and to show that $D$ is positive on the part of $(0,q_0)$ above $d$. Starting the interval at $d>0$ keeps it inside the region where $D$ is known to be continuous, which is what makes $S$ closed.
